# The hydrogen shell relations give two commuting angular momenta and equally spaced linear Stark shifts

Put a hydrogen atom in a weak uniform electric field along the 3-axis. In the non-relativistic theory without electron spin, the \(n=2\) shell has four degenerate states, 2s and three 2p. To first order in the field one level stays put with two states, and two levels move by equal and opposite amounts.

Two fictitious spins one-half, \(\mathbf s\) and \(\mathbf t\), reproduce this pattern. Let the orbital angular momentum be \(\mathbf L=\mathbf s+\mathbf t\) (in units of \(\hbar\)), let \(\mathbf A=\mathbf s-\mathbf t\), and let the field act as \(cA_3\), with \(c\) proportional to the field strength. A product state with 3-components \(m_1,m_2\) then has shift \(c(m_1-m_2)\) and \(L_3=m_1+m_2\):

| \(m_1\) | \(m_2\) | shift | \(L_3\) |
|---|---|---|---|
| \(1/2\) | \(-1/2\) | \(c\) | \(0\) |
| \(1/2\) | \(1/2\) | \(0\) | \(1\) |
| \(-1/2\) | \(-1/2\) | \(0\) | \(-1\) |
| \(-1/2\) | \(1/2\) | \(-c\) | \(0\) |

In a general shell, \(\mathbf A\) is the Runge-Lenz vector, which classically points along the major axis of the orbit. The decoupling into two spins uses only commutators, so there \(L_i\) and \(A_i\) may be elements of any complex algebra `R`.

```lean
import Mathlib

open Matrix
open scoped Kronecker

namespace HydrogenStarkSymmetry

noncomputable section

variable {R : Type*} [Ring R] [Algebra ℂ R]
```

## The shell relations

All the commutators have one pattern,
\[
[X_i,Y_j]=i\sum_k\varepsilon_{ijk}Z_k ,\qquad \varepsilon_{ijk}=\tfrac12(j-i)(k-j)(k-i).
\]
The product gives \(1\) for \((1,2,3)\), changes sign under exchange of two indices and vanishes when two agree. Lean numbers the components 0, 1, 2, so \(A_3\) is `A 2`; the differences are unaffected.

```lean
/-- The Levi-Civita symbol on three indices, written as a product of index differences. -/
def eps (i j k : Fin 3) : ℂ :=
  (((j : ℕ) : ℂ) - ((i : ℕ) : ℂ)) * (((k : ℕ) : ℂ) - ((j : ℕ) : ℂ)) *
    (((k : ℕ) : ℂ) - ((i : ℕ) : ℂ)) / 2
```

`CommRel X Y Z` is the pattern itself, and `CommRel X X X` says that \(X\) is an angular momentum.

```lean
/-- The commutation relation `[X_i, Y_j] = i ∑_k ε_ijk Z_k` between three triples. -/
def CommRel (X Y Z : Fin 3 → R) : Prop :=
  ∀ i j, X i * Y j - Y j * X i = Complex.I • ∑ k, eps i j k • Z k
```

In a bound shell the relations are
\[
[L_i,L_j]=i\varepsilon_{ijk}L_k,\quad [L_i,A_j]=i\varepsilon_{ijk}A_k,\quad [A_i,A_j]=i\varepsilon_{ijk}L_k ,
\]
summed over \(k\). The first two say that \(\mathbf L\) generates rotations and \(\mathbf A\) is a vector. The third fixes the scale of \(\mathbf A\): the textbook Runge-Lenz vector has to be divided by a factor depending on the shell energy. The structure is named after \(so(4)\), the Lie algebra of rotations in four dimensions. That the Coulomb problem obeys these relations is assumed here.

```lean
/-- The commutation relations of the angular momentum `L` and the scaled
Runge-Lenz vector `A` in a bound shell of hydrogen. -/
structure IsSO4 (L A : Fin 3 → R) : Prop where
  LL : CommRel L L L
  LA : CommRel L A A
  AA : CommRel A A L
```

The candidates for the two spins are \(J_i=(L_i+A_i)/2\),

```lean
/-- The half-sum `J = (L + A)/2`. -/
def plusSpin (L A : Fin 3 → R) (i : Fin 3) : R := (1 / 2 : ℂ) • (L i + A i)
```

and \(K_i=(L_i-A_i)/2\). Neither is the electron's spin.

```lean
/-- The half-difference `K = (L - A)/2`. -/
def minusSpin (L A : Fin 3 → R) (i : Fin 3) : R := (1 / 2 : ℂ) • (L i - A i)
```

The ladder combination is \(X_+=X_1+iX_2\).

```lean
/-- The raising combination `X_1 + i X_2` of a triple. -/
def raising (X : Fin 3 → R) : R := X 0 + Complex.I • X 1
```

## Decoupling

The commutator \([A_i,L_j]\) is also needed. By antisymmetry of \(\varepsilon\),
\[
[Y_i,X_j]=-[X_j,Y_i]=-i\sum_k\varepsilon_{jik}Z_k=i\sum_k\varepsilon_{ijk}Z_k .
\]

```lean
/-- If `[X_i, Y_j] = i ε_ijk Z_k`, then also `[Y_i, X_j] = i ε_ijk Z_k`. -/
theorem CommRel.swap {X Y Z : Fin 3 → R} (h : CommRel X Y Z) : CommRel Y X Z := by
  intro i j
  have anti : ∀ k, eps j i k = -eps i j k := fun k => by unfold eps; ring
  rw [← neg_sub, h j i, ← smul_neg, ← Finset.sum_neg_distrib]
  simp only [anti, neg_smul, neg_neg]
```

Now expand the three commutators:
\[
\begin{aligned}
[J_i,J_j]&=\tfrac14\big([L_i,L_j]+[L_i,A_j]+[A_i,L_j]+[A_i,A_j]\big)\\
&=\tfrac i4\sum_k\varepsilon_{ijk}(2L_k+2A_k)=i\sum_k\varepsilon_{ijk}J_k,\\
[K_i,K_j]&=\tfrac14\big([L_i,L_j]-[L_i,A_j]-[A_i,L_j]+[A_i,A_j]\big)\\
&=\tfrac i4\sum_k\varepsilon_{ijk}(2L_k-2A_k)=i\sum_k\varepsilon_{ijk}K_k,\\
[J_i,K_j]&=\tfrac14\big([L_i,L_j]-[L_i,A_j]+[A_i,L_j]-[A_i,A_j]\big)\\
&=\tfrac i4\sum_k\varepsilon_{ijk}(L_k-A_k+A_k-L_k)=0 .
\end{aligned}
\]
In the proof, `h1` to `h4` are the four basic commutators. Each `linear_combination` adds them with the signs above, and `module` checks the remaining linear identity.

```lean
/-- If `L` and `A` obey the hydrogen shell relations, then `(L + A)/2` and `(L - A)/2` are
both angular momenta, and each component of one commutes with each component of the other. -/
theorem decoupling {L A : Fin 3 → R} (h : IsSO4 L A) :
    CommRel (plusSpin L A) (plusSpin L A) (plusSpin L A) ∧
    CommRel (minusSpin L A) (minusSpin L A) (minusSpin L A) ∧
    ∀ i j, Commute (plusSpin L A i) (minusSpin L A j) := by
  refine ⟨fun i j => ?_, fun i j => ?_, fun i j => ?_⟩
  -- each commutator is a quarter of a signed sum of the four basic ones
  all_goals
    have h1 := h.LL i j
    have h2 := h.LA i j
    have h3 := h.LA.swap i j
    have h4 := h.AA i j
    simp only [Fin.sum_univ_three] at h1 h2 h3 h4
  · simp only [plusSpin, Fin.sum_univ_three, smul_mul_assoc, mul_smul_comm, add_mul, mul_add]
    linear_combination (norm := module)
      (1 / 4 : ℂ) • h1 + (1 / 4 : ℂ) • h2 + (1 / 4 : ℂ) • h3 + (1 / 4 : ℂ) • h4
  · simp only [minusSpin, Fin.sum_univ_three, smul_mul_assoc, mul_smul_comm, sub_mul, mul_sub]
    linear_combination (norm := module)
      (1 / 4 : ℂ) • h1 - (1 / 4 : ℂ) • h2 - (1 / 4 : ℂ) • h3 + (1 / 4 : ℂ) • h4
  · change plusSpin L A i * minusSpin L A j = minusSpin L A j * plusSpin L A i
    simp only [plusSpin, minusSpin, smul_mul_assoc, mul_smul_comm, add_mul, mul_add,
      sub_mul, mul_sub]
    linear_combination (norm := module)
      (1 / 4 : ℂ) • h1 - (1 / 4 : ℂ) • h2 + (1 / 4 : ℂ) • h3 - (1 / 4 : ℂ) • h4
```

The first two shell relations alone do not give this result. Take \(\mathbf L\) to be a single spin one-half and \(\mathbf A=0\). Both relations hold, but \(\mathbf J=\mathbf K=\mathbf L/2\) and \([J_1,K_2]=iL_3/4\neq0\).

Conversely, start from commuting angular momenta and set \(\mathbf L=\mathbf J+\mathbf K\), \(\mathbf A=\mathbf J-\mathbf K\). The mixed commutators vanish, so
\[
\begin{aligned}
[L_i,L_j]=[A_i,A_j]&=[J_i,J_j]+[K_i,K_j]=i\sum_k\varepsilon_{ijk}L_k,\\
[L_i,A_j]&=[J_i,J_j]-[K_i,K_j]=i\sum_k\varepsilon_{ijk}A_k .
\end{aligned}
\]

```lean
/-- Conversely, the sum and the difference of two mutually commuting angular momenta obey
the hydrogen shell relations. -/
theorem so4_of_commuting {J K : Fin 3 → R} (hJ : CommRel J J J) (hK : CommRel K K K)
    (hc : ∀ i j, Commute (J i) (K j)) :
    IsSO4 (fun i => J i + K i) (fun i => J i - K i) := by
  constructor <;> intro i j
  all_goals
    have h1 := hJ i j
    have h2 := hK i j
    have h3 := (hc i j).eq
    have h4 := (hc j i).eq
    simp only [Fin.sum_univ_three] at h1 h2
    simp only [Fin.sum_univ_three, add_mul, mul_add, sub_mul, mul_sub]
  · linear_combination (norm := module) h1 + h2 + h3 - h4
  · linear_combination (norm := module) h1 - h2 - h3 - h4
  · linear_combination (norm := module) h1 + h2 - h3 + h4
```

## The size of the two spins

Two further conditions bring in the principal quantum number \(n\). The first, \(\mathbf L\cdot\mathbf A=0\), says that the Runge-Lenz vector lies in the orbital plane. The second, \(\mathbf L^2+\mathbf A^2=n^2-1\), encodes the Bohr energy of the shell. Since \(\varepsilon_{iik}=0\), equal components of \(\mathbf L\) and \(\mathbf A\) commute, so \(\mathbf A\cdot\mathbf L=\mathbf L\cdot\mathbf A=0\) and
\[
\mathbf J^2=\tfrac14\big(\mathbf L^2+\mathbf A^2+\mathbf L\cdot\mathbf A+\mathbf A\cdot\mathbf L\big)=\frac{n^2-1}{4}=\frac{n-1}{2}\cdot\frac{n+1}{2}=j(j+1),\quad j=\frac{n-1}{2}.
\]
For \(\mathbf K^2\) the two cross terms change sign, with the same result. Lean also admits \(n=0\), where the identity holds but describes no shell.

```lean
/-- If `L` and `A` obey the hydrogen shell relations, `L·A = 0` and `L² + A² = n² - 1`, then
`(L + A)/2` and `(L - A)/2` both have the square `j(j+1)` with `j = (n-1)/2`. -/
theorem equal_casimirs {L A : Fin 3 → R} (h : IsSO4 L A) (n : ℕ)
    (hLA : ∑ i, L i * A i = 0)
    (hn : ∑ i, (L i * L i + A i * A i) = ((n : ℂ) ^ 2 - 1) • (1 : R)) :
    ∑ i, plusSpin L A i * plusSpin L A i
        = (((n : ℂ) - 1) / 2 * (((n : ℂ) - 1) / 2 + 1)) • (1 : R) ∧
    ∑ i, minusSpin L A i * minusSpin L A i
        = (((n : ℂ) - 1) / 2 * (((n : ℂ) - 1) / 2 + 1)) • (1 : R) := by
  -- equal components of `L` and `A` commute
  have hc : ∀ i, L i * A i - A i * L i = 0 := fun i => by
    rw [h.LA i i]
    simp [eps]
  have h0 := hc 0
  have h1 := hc 1
  have h2 := hc 2
  simp only [Fin.sum_univ_three] at hLA hn
  constructor
  · simp only [plusSpin, Fin.sum_univ_three, smul_mul_assoc, mul_smul_comm, add_mul, mul_add]
    linear_combination (norm := module) (1 / 4 : ℂ) • hn + (1 / 2 : ℂ) • hLA
      - (1 / 4 : ℂ) • h0 - (1 / 4 : ℂ) • h1 - (1 / 4 : ℂ) • h2
  · simp only [minusSpin, Fin.sum_univ_three, smul_mul_assoc, mul_smul_comm, sub_mul, mul_sub]
    linear_combination (norm := module) (1 / 4 : ℂ) • hn - (1 / 2 : ℂ) • hLA
      + (1 / 4 : ℂ) • h0 + (1 / 4 : ℂ) • h1 + (1 / 4 : ℂ) • h2
```

## Stark shifts

From \(\varepsilon_{312}=1\) and \(\varepsilon_{321}=-1\),
\[
[X_3,Y_+]=[X_3,Y_1]+i[X_3,Y_2]=iZ_2+i(-iZ_1)=Z_+ .
\]
The proof evaluates the six symbols involved and substitutes them.

```lean
/-- If `[X_i, Y_j] = i ε_ijk Z_k`, then `[X_3, Y_1 + i Y_2] = Z_1 + i Z_2`. -/
theorem comm_raising {X Y Z : Fin 3 → R} (h : CommRel X Y Z) :
    X 2 * raising Y - raising Y * X 2 = raising Z := by
  have e0 : eps 2 0 0 = 0 := by norm_num [eps]
  have e1 : eps 2 0 1 = 1 := by norm_num [eps]
  have e2 : eps 2 0 2 = 0 := by norm_num [eps]
  have e3 : eps 2 1 0 = -1 := by norm_num [eps]
  have e4 : eps 2 1 1 = 0 := by norm_num [eps]
  have e5 : eps 2 1 2 = 0 := by norm_num [eps]
  calc X 2 * raising Y - raising Y * X 2
      = (X 2 * Y 0 - Y 0 * X 2) + Complex.I • (X 2 * Y 1 - Y 1 * X 2) := by
        simp only [raising, mul_add, add_mul, smul_mul_assoc, mul_smul_comm]
        module
    _ = raising Z := by
        rw [h 2 0, h 2 1]
        simp only [raising, Fin.sum_univ_three, e0, e1, e2, e3, e4, e5, zero_smul, one_smul,
          neg_smul, add_zero, zero_add, smul_neg, smul_smul, Complex.I_mul_I, neg_neg]
        abel
```

Hence \([A_3,L_+]=A_+\) and \([A_3,A_+]=L_+\). Half the sum and half the difference give
\[
[A_3,J_+]=J_+,\qquad [A_3,K_+]=-K_+ .
\]
If \([A_3,T]=sT\) for a number \(s\), and \(cA_3v=Ev\), then
\[
cA_3Tv=T(cA_3v)+scTv=(E+sc)Tv ,
\]
which is the auxiliary statement `key`. With \(s=1\) and \(s=-1\), \(J_+\) moves the Stark value up by \(c\) and \(K_+\) moves it down by \(c\), unless the new vector is zero. So `raising` applied to \(\mathbf K\) raises \(K_3\) but lowers the shift when \(c>0\).

The operators are now linear maps on a complex vector space `V`, written `Module.End ℂ V`. No inner product or hermiticity is used, and \(c\) and \(E\) may be complex.

```lean
variable {V : Type*} [AddCommGroup V] [Module ℂ V]

/-- Let `L` and `A` obey the hydrogen shell relations and let `v` satisfy `c A_3 v = E v`. Then
`c A_3` multiplies `J_+ v` by `E + c` and `K_+ v` by `E - c`, where `J = (L + A)/2`, `K = (L - A)/2`
and `X_+ = X_1 + i X_2`. -/
theorem stark_ladder {L A : Fin 3 → Module.End ℂ V} (h : IsSO4 L A) (c E : ℂ) (v : V)
    (hv : (c • A 2) v = E • v) :
    (c • A 2) (raising (plusSpin L A) v) = (E + c) • raising (plusSpin L A) v ∧
    (c • A 2) (raising (minusSpin L A) v) = (E - c) • raising (minusSpin L A) v := by
  -- an operator with `[A_3, T] = s T` shifts the eigenvalue by `s c`
  have key : ∀ (T : Module.End ℂ V) (s : ℂ), A 2 * T - T * A 2 = s • T →
      (c • A 2) (T v) = (E + s * c) • T v := by
    intro T s hT
    have h1 := LinearMap.congr_fun hT v
    have h2 := congrArg T hv
    simp only [LinearMap.sub_apply, Module.End.mul_apply, LinearMap.smul_apply,
      map_smul] at h1 h2 ⊢
    linear_combination (norm := module) c • h1 + h2
  have hL := comm_raising h.LA.swap
  have hA := comm_raising h.AA
  simp only [raising, mul_add, add_mul, smul_mul_assoc, mul_smul_comm] at hL hA
  constructor
  · have := key (raising (plusSpin L A)) 1 (by
      simp only [raising, plusSpin, mul_add, add_mul, smul_mul_assoc, mul_smul_comm]
      linear_combination (norm := module) (1 / 2 : ℂ) • hL + (1 / 2 : ℂ) • hA)
    rwa [one_mul] at this
  · have := key (raising (minusSpin L A)) (-1) (by
      simp only [raising, minusSpin, mul_add, add_mul, mul_sub, sub_mul, smul_mul_assoc,
        mul_smul_comm]
      linear_combination (norm := module) (1 / 2 : ℂ) • hL - (1 / 2 : ℂ) • hA)
    rwa [show E + -1 * c = E - c by ring] at this
```

The shifts follow from \(A_3=J_3-K_3\) and \(L_3=J_3+K_3\). If \(J_3v=m_1v\) and \(K_3v=m_2v\), then
\[
cA_3v=c(m_1-m_2)v,\qquad L_3v=(m_1+m_2)v .
\]
This uses only the definitions of \(\mathbf J\) and \(\mathbf K\); the shell relations are what allow \(J_3\) and \(K_3\) to be diagonalised together.

```lean
/-- On a joint eigenvector of `J_3 = (L_3 + A_3)/2` and `K_3 = (L_3 - A_3)/2` with eigenvalues
`m₁` and `m₂`, the perturbation `c A_3` has the value `c (m₁ - m₂)` and `L_3` has the value
`m₁ + m₂`. -/
theorem stark_level (L A : Fin 3 → Module.End ℂ V) (c m₁ m₂ : ℂ) (v : V)
    (h₁ : plusSpin L A 2 v = m₁ • v) (h₂ : minusSpin L A 2 v = m₂ • v) :
    (c • A 2) v = (c * (m₁ - m₂)) • v ∧ L 2 v = (m₁ + m₂) • v := by
  simp only [plusSpin, minusSpin, LinearMap.smul_apply, LinearMap.add_apply,
    LinearMap.sub_apply] at h₁ h₂ ⊢
  constructor
  · linear_combination (norm := module) c • h₁ - c • h₂
  · linear_combination (norm := module) h₁ + h₂
```

The step to the real atom that the hypotheses leave open is the replacement of the field term, restricted to a shell, by \(cA_3\). For hydrogen \(|c|=\tfrac32\,n\,e a_0F\), with elementary charge \(e\), Bohr radius \(a_0\) and field strength \(F\). In degenerate perturbation theory the joint eigenvectors of \(J_3\) and \(K_3\) are then the zeroth-order states, for one non-relativistic electron in a pure Coulomb potential and to first order in the field.

## The four-state shell in matrices

The opening example satisfies every condition imposed above. It is built from the spin matrices \(s_i=\sigma_i/2\), where \(\sigma_i\) are the Pauli matrices.

```lean
/-- The three spin-one-half matrices. -/
def spinHalf : Fin 3 → Matrix (Fin 2) (Fin 2) ℂ :=
  ![!![0, 1 / 2; 1 / 2, 0], !![0, -Complex.I / 2; Complex.I / 2, 0], !![1 / 2, 0; 0, -1 / 2]]
```

They obey \([s_i,s_j]=i\sum_k\varepsilon_{ijk}s_k\) and \(s_i^2=1/4\), which is checked entry by entry.

```lean
/-- The spin-one-half matrices are an angular momentum, and each squares to `1/4`. -/
theorem spinHalf_relations : CommRel spinHalf spinHalf spinHalf ∧
    ∀ i, spinHalf i * spinHalf i = (1 / 4 : ℂ) • 1 := by
  constructor
  · intro i j
    ext a b
    fin_cases i <;> fin_cases j <;> fin_cases a <;> fin_cases b <;>
      simp [spinHalf, eps, Fin.sum_univ_three] <;>
      ring_nf <;> simp only [Complex.I_sq] <;> ring
  · intro i
    ext a b
    fin_cases i <;> fin_cases a <;> fin_cases b <;>
      simp [spinHalf, Matrix.mul_apply, Fin.sum_univ_two] <;>
      ring_nf <;> simp only [Complex.I_sq] <;> ring
```

On the four-dimensional product space the first spin is \(s_i\otimes1\),

```lean
/-- The spin of the first of two spins one-half. -/
def firstSpin (i : Fin 3) : Matrix (Fin 2 × Fin 2) (Fin 2 × Fin 2) ℂ := spinHalf i ⊗ₖ 1
```

and the second is \(t_i=1\otimes s_i\).

```lean
/-- The spin of the second of two spins one-half. -/
def secondSpin (i : Fin 3) : Matrix (Fin 2 × Fin 2) (Fin 2 × Fin 2) ℂ := 1 ⊗ₖ spinHalf i
```

Write \(s_i\) again for \(s_i\otimes1\). Since \((a\otimes b)(a'\otimes b')=aa'\otimes bb'\), the two spins commute, each keeps its own commutators, and \(s_i^2=t_i^2=1/4\). The converse above then supplies the shell relations. For the two constraints,
\[
\begin{aligned}
\sum_i(s_i+t_i)(s_i-t_i)&=\sum_i(s_i^2-t_i^2)=0,\\
\sum_i\big[(s_i+t_i)^2+(s_i-t_i)^2\big]&=\sum_i(2s_i^2+2t_i^2)=3=2^2-1 .
\end{aligned}
\]
In the proof, `hc` is the commutation of the two spins, `jj` and `kk` are their squares, and `q` is the value \(1\) of each term in the last sum.

```lean
/-- The sum `L` and the difference `A` of two spins one-half obey the hydrogen shell relations,
with `L·A = 0` and `L² + A² = 2² - 1`. -/
theorem isSO4_witness :
    IsSO4 (fun i => firstSpin i + secondSpin i) (fun i => firstSpin i - secondSpin i) ∧
    ∑ i, (firstSpin i + secondSpin i) * (firstSpin i - secondSpin i) = 0 ∧
    ∑ i, ((firstSpin i + secondSpin i) * (firstSpin i + secondSpin i) +
      (firstSpin i - secondSpin i) * (firstSpin i - secondSpin i)) = ((2 : ℂ) ^ 2 - 1) • 1 := by
  obtain ⟨hs, hsq⟩ := spinHalf_relations
  have hc : ∀ i j, firstSpin i * secondSpin j = secondSpin j * firstSpin i := fun i j => by
    simp only [firstSpin, secondSpin, ← Matrix.mul_kronecker_mul, mul_one, one_mul]
  have jj : ∀ i, firstSpin i * firstSpin i = (1 / 4 : ℂ) • 1 := fun i => by
    simp only [firstSpin, ← Matrix.mul_kronecker_mul, hsq, mul_one, Matrix.smul_kronecker,
      Matrix.one_kronecker_one]
  have kk : ∀ i, secondSpin i * secondSpin i = (1 / 4 : ℂ) • 1 := fun i => by
    simp only [secondSpin, ← Matrix.mul_kronecker_mul, hsq, mul_one, Matrix.kronecker_smul,
      Matrix.one_kronecker_one]
  refine ⟨so4_of_commuting ?_ ?_ hc, Finset.sum_eq_zero fun i _ => ?_, ?_⟩
  · intro i j
    ext ⟨a, b⟩ ⟨a', b'⟩
    have e := congrFun (congrFun (hs i j) a) a'
    simp only [firstSpin, ← Matrix.mul_kronecker_mul, mul_one, Fin.sum_univ_three,
      Matrix.sub_apply, Matrix.add_apply, Matrix.smul_apply, Matrix.kroneckerMap_apply,
      smul_eq_mul] at e ⊢
    linear_combination (1 : Matrix (Fin 2) (Fin 2) ℂ) b b' * e
  · intro i j
    ext ⟨a, b⟩ ⟨a', b'⟩
    have e := congrFun (congrFun (hs i j) b) b'
    simp only [secondSpin, ← Matrix.mul_kronecker_mul, mul_one, Fin.sum_univ_three,
      Matrix.sub_apply, Matrix.add_apply, Matrix.smul_apply, Matrix.kroneckerMap_apply,
      smul_eq_mul] at e ⊢
    linear_combination (1 : Matrix (Fin 2) (Fin 2) ℂ) a a' * e
  · simp only [add_mul, mul_sub, jj, kk, hc i i]
    abel
  · have q : ∀ i, (firstSpin i + secondSpin i) * (firstSpin i + secondSpin i) +
        (firstSpin i - secondSpin i) * (firstSpin i - secondSpin i) = (1 : ℂ) • 1 := fun i => by
      simp only [add_mul, mul_add, sub_mul, mul_sub, jj, kk, hc i i]
      module
    simp only [q, Fin.sum_univ_three]
    module

end

end HydrogenStarkSymmetry
```

```lean
#print axioms HydrogenStarkSymmetry.so4_of_commuting
#print axioms HydrogenStarkSymmetry.equal_casimirs
#print axioms HydrogenStarkSymmetry.stark_ladder
#print axioms HydrogenStarkSymmetry.stark_level
```

```
'HydrogenStarkSymmetry.so4_of_commuting' depends on axioms: [propext, Classical.choice, Quot.sound]
'HydrogenStarkSymmetry.equal_casimirs' depends on axioms: [propext, Classical.choice, Quot.sound]
'HydrogenStarkSymmetry.stark_ladder' depends on axioms: [propext, Classical.choice, Quot.sound]
'HydrogenStarkSymmetry.stark_level' depends on axioms: [propext, Classical.choice, Quot.sound]
```
